# The centre-of-gravity rule fails for an AB doublet: the intensity-weighted mean is displaced towards the centre of the quartet

## Definitions and conventions

Two spins $\tfrac12$, called $I$ and $S$, have Larmor frequencies $\nu + d/2$ and $\nu - d/2$ and a scalar coupling $J$. All energies are in frequency units. The product states are $\alpha\alpha$, $\alpha\beta$, $\beta\alpha$, $\beta\beta$, with the first letter for $I$. In Lean a product state is a pair of indices of type `Pair`, index `0` standing for $\alpha$ and `1` for $\beta$. States are real vectors on `Pair`, which suffices because every operator below has real entries in this basis.

```lean
import Mathlib

open Matrix
open scoped Kronecker

namespace ABQuartetCentre

noncomputable section

/-- Product basis of two spins 1/2; index `0` is α and index `1` is β. -/
abbrev Pair := Fin 2 × Fin 2
```

The one-spin operators are $I_z = \mathrm{diag}(\tfrac12, -\tfrac12)$, the raising operator $I_+$ with $I_+\beta = \alpha$ and $I_+\alpha = 0$, and its transpose $I_-$.

```lean
/-- The single-spin operator `I_z`. -/
def Iz : Matrix (Fin 2) (Fin 2) ℝ := !![1 / 2, 0; 0, -1 / 2]

/-- The single-spin raising operator `I₊`. -/
def Ip : Matrix (Fin 2) (Fin 2) ℝ := !![0, 1; 0, 0]

/-- The single-spin lowering operator `I₋`. -/
def Im : Matrix (Fin 2) (Fin 2) ℝ := !![0, 0; 1, 0]
```

The Hamiltonian is
$$H = \left(\nu + \tfrac d2\right) I_z + \left(\nu - \tfrac d2\right) S_z + J\left[I_z S_z + \tfrac12 (I_+ S_- + I_- S_+)\right].$$
The bracket is $\mathbf I\cdot\mathbf S$, entered directly in its ladder form. An operator on $I$ is a Kronecker product `⊗ₖ` with the unit matrix on the right, and an operator on $S$ has the unit matrix on the left. The Zeeman terms carry a plus sign, so that raising an uncoupled spin changes the energy by its Larmor frequency. Nothing is assumed about $\nu$. Transitions are driven by the total raising operator $F_+ = I_+ + S_+$, the same coupling to the radiation field being taken for both spins.

```lean
/-- AB Hamiltonian in frequency units: Larmor frequencies `ν + d/2` and `ν - d/2`, and the
isotropic coupling `J I·S` written with its flip-flop term. -/
def ham (ν d J : ℝ) : Matrix Pair Pair ℝ :=
  (ν + d / 2) • (Iz ⊗ₖ (1 : Matrix (Fin 2) (Fin 2) ℝ))
    + (ν - d / 2) • ((1 : Matrix (Fin 2) (Fin 2) ℝ) ⊗ₖ Iz)
    + J • (Iz ⊗ₖ Iz + (1 / 2 : ℝ) • (Ip ⊗ₖ Im + Im ⊗ₖ Ip))

/-- The total raising operator `F₊ = I₊ + S₊`. -/
def raise : Matrix Pair Pair ℝ :=
  Ip ⊗ₖ (1 : Matrix (Fin 2) (Fin 2) ℝ) + (1 : Matrix (Fin 2) (Fin 2) ℝ) ⊗ₖ Ip
```

The vector `ket a b c e` is $a\,\alpha\alpha + b\,\alpha\beta + c\,\beta\alpha + e\,\beta\beta$, and `splitting d J` is $C = \sqrt{d^2 + J^2}$.

```lean
/-- The state `a αα + b αβ + c βα + e ββ`. -/
def ket (a b c e : ℝ) : Pair → ℝ := fun p => !![a, b; c, e] p.1 p.2

/-- The quantity `C = √(d² + J²)`. -/
def splitting (d J : ℝ) : ℝ := Real.sqrt (d ^ 2 + J ^ 2)
```

Four states are used: $\alpha\alpha$, $\beta\beta$, and the two mixed states
$$u = (C + d)\,\alpha\beta + J\,\beta\alpha, \qquad l = -J\,\alpha\beta + (C + d)\,\beta\alpha .$$
They are left unnormalised, which avoids a mixing angle. For $J = 0$ and $d > 0$ they are multiples of $\alpha\beta$ and $\beta\alpha$.

```lean
/-- The state αα. -/
def aa : Pair → ℝ := ket 1 0 0 0

/-- The state ββ. -/
def bb : Pair → ℝ := ket 0 0 0 1

/-- The unnormalised mixed state `(C + d) αβ + J βα`. -/
def upper (d J : ℝ) : Pair → ℝ := ket 0 (splitting d J + d) J 0

/-- The unnormalised mixed state `-J αβ + (C + d) βα`. -/
def lower (d J : ℝ) : Pair → ℝ := ket 0 (-J) (splitting d J + d) 0
```

The energy of a state $v$ is the expectation value $\langle v|H|v\rangle/\langle v|v\rangle$, and the frequency of the line $v \to w$ is the energy of $w$ minus that of $v$. Its intensity is defined as $\langle w|F_+|v\rangle^2/(\langle w|w\rangle\langle v|v\rangle)$. The final state is the first state argument of both `lineFreq` and `lineIntensity`. The intensity formula is an assumption of the model: it takes the same population difference for every line, leaves out frequency-dependent prefactors, and treats lines as sharp sticks without width, relaxation or saturation.

```lean
/-- Energy expectation value `⟨v|H|v⟩ / ⟨v|v⟩`. -/
def energy (H : Matrix Pair Pair ℝ) (v : Pair → ℝ) : ℝ := (v ⬝ᵥ (H *ᵥ v)) / (v ⬝ᵥ v)

/-- Frequency of the line `v → u`: the energy of `u` minus the energy of `v`. -/
def lineFreq (H : Matrix Pair Pair ℝ) (u v : Pair → ℝ) : ℝ := energy H u - energy H v

/-- Intensity of the line `v → u`: the squared matrix element of `F₊` divided by the squared
norms of the two states. -/
def lineIntensity (u v : Pair → ℝ) : ℝ :=
  (u ⬝ᵥ (raise *ᵥ v)) ^ 2 / ((u ⬝ᵥ u) * (v ⬝ᵥ v))
```

The doublet studied consists of the lines $\beta\beta \to u$ and $l \to \alpha\alpha$. Without coupling both flip spin $I$ and lie at $\nu + d/2$. The centre-of-gravity rule places the Larmor frequency of $I$ at the intensity-weighted mean
$$\bar f = \frac{w_1 f_1 + w_2 f_2}{w_1 + w_2}$$
of these two lines, which is `doubletCentre`. For an isolated pair of spins $\tfrac12$ with isotropic coupling and stick intensities, the theorems below give the error made when a chemical shift is read from a roofed doublet in this way.

```lean
/-- Weighted mean of two frequencies `f₁, f₂` with weights `w₁, w₂`. -/
def centreOfGravity (f₁ w₁ f₂ w₂ : ℝ) : ℝ := (w₁ * f₁ + w₂ * f₂) / (w₁ + w₂)

/-- Intensity-weighted mean frequency of the lines `ββ → upper` and `lower → αα`. -/
def doubletCentre (ν d J : ℝ) : ℝ :=
  centreOfGravity (lineFreq (ham ν d J) (upper d J) bb) (lineIntensity (upper d J) bb)
    (lineFreq (ham ν d J) aa (lower d J)) (lineIntensity aa (lower d J))
```

## Step 1: the quantity $C$

Since $d^2 + J^2 \ge 0$, the square of the root is $C^2 = d^2 + J^2$. Since $d^2 \le d^2 + J^2$, also $d \le |d| \le C$. Both hold for all real $d$ and $J$, and for $d > 0$ the second gives $C > 0$.

```lean
/-- `C² = d² + J²` and `d ≤ C`. -/
theorem splitting_spec (d J : ℝ) :
    splitting d J ^ 2 = d ^ 2 + J ^ 2 ∧ d ≤ splitting d J :=
  ⟨Real.sq_sqrt (by positivity),
    (le_abs_self d).trans (Real.abs_le_sqrt (by nlinarith [sq_nonneg J]))⟩
```

The first part is `Real.sq_sqrt`, and the second chains `le_abs_self` with `Real.abs_le_sqrt`. The relation $C^2 = d^2 + J^2$ reappears as `hC` in most of the later proofs.

## Step 2: operators on components

On $\alpha\alpha$ the Zeeman terms give $\tfrac12(\nu + \tfrac d2) + \tfrac12(\nu - \tfrac d2) = \nu$ and $J I_z S_z$ gives $J/4$. On $\beta\beta$ they give $-\nu$ and $J/4$. On $\alpha\beta$ the Zeeman part is $\tfrac12(\nu + \tfrac d2) - \tfrac12(\nu - \tfrac d2) = d/2$ and the coupling gives $-J/4$, while on $\beta\alpha$ the values are $-d/2$ and $-J/4$. The flip-flop term exchanges $\alpha\beta$ and $\beta\alpha$ with coefficient $J/2$ and annihilates the other two states. On the components $(b, c)$ the Hamiltonian is therefore the block
$$\begin{pmatrix} \tfrac d2 - \tfrac J4 & \tfrac J2 \\[2pt] \tfrac J2 & -\tfrac d2 - \tfrac J4 \end{pmatrix}.$$

```lean
/-- Action of the AB Hamiltonian on the four product-basis components; only the αβ and βα
components are mixed, with matrix element `J/2`. -/
theorem ham_mulVec (ν d J a b c e : ℝ) :
    ham ν d J *ᵥ ket a b c e =
      ket (ν * a + J / 4 * a) (d / 2 * b - J / 4 * b + J / 2 * c)
        (J / 2 * b - d / 2 * c - J / 4 * c) (-ν * e + J / 4 * e) := by
  ext ⟨i, j⟩
  fin_cases i <;> fin_cases j <;>
    simp [ham, ket, Iz, Ip, Im, Matrix.mulVec, dotProduct, Fintype.sum_prod_type,
      Fin.sum_univ_two, Matrix.kroneckerMap_apply, Matrix.one_apply] <;>
    ring
```

The proof goes through the four components with `fin_cases`, expands each row of the matrix against the vector and closes the resulting polynomial identities with `ring`.

The raising operator acts as $F_+\beta\beta = \alpha\beta + \beta\alpha$, $F_+\alpha\beta = F_+\beta\alpha = \alpha\alpha$ and $F_+\alpha\alpha = 0$, so the components $(a, b, c, e)$ go to $(b + c, e, e, 0)$. The scalar product is the sum of the products of components.

```lean
/-- Action of `F₊` on the four product-basis components. -/
theorem raise_mulVec (a b c e : ℝ) : raise *ᵥ ket a b c e = ket (b + c) e e 0 := by
  ext ⟨i, j⟩
  fin_cases i <;> fin_cases j <;>
    simp [raise, ket, Ip, Matrix.mulVec, dotProduct, Fintype.sum_prod_type,
      Fin.sum_univ_two, Matrix.kroneckerMap_apply, Matrix.one_apply]

/-- Scalar product of two states in terms of their components. -/
theorem ket_dot (a b c e a' b' c' e' : ℝ) :
    ket a b c e ⬝ᵥ ket a' b' c' e' = a * a' + b * b' + c * c' + e * e' := by
  simp [ket, dotProduct, Fintype.sum_prod_type, Fin.sum_univ_two]
  ring
```

## Step 3: eigenstates and norms

The states $\alpha\alpha$ and $\beta\beta$ are eigenstates with energies $\nu + J/4$ and $-\nu + J/4$. For $u$, with $(b, c) = (C + d, J)$, the claimed energy is $-J/4 + C/2$. The $\beta\alpha$ component of $Hu$ is
$$\tfrac J2 (C + d) - \tfrac d2 J - \tfrac{J^2}4 = \left(\tfrac C2 - \tfrac J4\right) J,$$
an identity. The $\alpha\beta$ component differs from the claimed value by
$$\left(\tfrac d2 - \tfrac J4\right)(C + d) + \tfrac{J^2}2 - \left(\tfrac C2 - \tfrac J4\right)(C + d) = -\tfrac12\,(C^2 - d^2 - J^2) = 0 .$$
For $l$, with $(b, c) = (-J, C + d)$ and energy $-J/4 - C/2$, the $\alpha\beta$ component is $\tfrac{J^2}4 + \tfrac{JC}2 = (-\tfrac J4 - \tfrac C2)(-J)$, again an identity, and the $\beta\alpha$ component differs from the claimed value by $-\tfrac{J^2}2 + \tfrac12 (C - d)(C + d) = \tfrac12 (C^2 - d^2 - J^2) = 0$.

```lean
/-- Eigenvalue equations of the four states, with energies `ν + J/4`, `-J/4 + C/2`,
`-J/4 - C/2` and `-ν + J/4`. -/
theorem eigenstates (ν d J : ℝ) :
    ham ν d J *ᵥ aa = (ν + J / 4) • aa ∧
    ham ν d J *ᵥ upper d J = (-J / 4 + splitting d J / 2) • upper d J ∧
    ham ν d J *ᵥ lower d J = (-J / 4 - splitting d J / 2) • lower d J ∧
    ham ν d J *ᵥ bb = (-ν + J / 4) • bb := by
  have hC := (splitting_spec d J).1
  have hs : ∀ r a b c e : ℝ, r • ket a b c e = ket (r * a) (r * b) (r * c) (r * e) := by
    intro r a b c e
    ext ⟨i, j⟩
    fin_cases i <;> fin_cases j <;> simp [ket]
  -- compare components; the mixed states need `C² = d² + J²`
  refine ⟨?_, ?_, ?_, ?_⟩
  · simp only [aa, ham_mulVec, hs]
    congr 1 <;> ring1
  · simp only [upper, ham_mulVec, hs]
    congr 1 <;> first | ring1 | linear_combination (-1 / 2) * hC
  · simp only [lower, ham_mulVec, hs]
    congr 1 <;> first | ring1 | linear_combination (1 / 2) * hC
  · simp only [bb, ham_mulVec, hs]
    congr 1 <;> ring1
```

After `congr 1` each component is a separate equation. Those that are identities fall to `ring1`, and the two remaining ones to `linear_combination` with the coefficients $-\tfrac12$ and $+\tfrac12$ of `hC` found above. The theorem has no hypothesis on $d$, so by itself it does not exclude a zero vector.

Both mixed states have squared norm
$$(C + d)^2 + J^2 = C^2 + 2Cd + (d^2 + J^2) = 2C(C + d),$$
and their scalar product is $-(C + d)J + J(C + d) = 0$. For $d > 0$ both $C$ and $C + d$ are positive, hence so is the norm. This is where $d > 0$ is needed by the definitions: for $J = 0$ and $d \le 0$ one has $C + d = 0$, both mixed states vanish, and `energy` and `lineIntensity` would divide by zero.

```lean
/-- For `d > 0` the two mixed states are orthogonal and have the same positive squared norm
`2C(C + d)`. -/
theorem mixed_norm {d : ℝ} (hd : 0 < d) (J : ℝ) :
    upper d J ⬝ᵥ upper d J = 2 * splitting d J * (splitting d J + d) ∧
    lower d J ⬝ᵥ lower d J = 2 * splitting d J * (splitting d J + d) ∧
    upper d J ⬝ᵥ lower d J = 0 ∧
    0 < 2 * splitting d J * (splitting d J + d) := by
  obtain ⟨hC, hle⟩ := splitting_spec d J
  have hC0 : 0 < splitting d J := lt_of_lt_of_le hd hle
  refine ⟨?_, ?_, ?_, mul_pos (mul_pos two_pos hC0) (add_pos hC0 hd)⟩
  · simp only [upper, ket_dot]
    linear_combination (-1) * hC
  · simp only [lower, ket_dot]
    linear_combination (-1) * hC
  · simp only [upper, lower, ket_dot]
    ring
```

## Step 4: the two lines

For an eigenstate of nonzero norm the expectation value is the eigenvalue. The line $\beta\beta \to u$ therefore lies at
$$f_1 = \left(-\tfrac J4 + \tfrac C2\right) - \left(-\nu + \tfrac J4\right) = \nu + \tfrac12 (C - J).$$
Its matrix element is $\langle u|\alpha\beta + \beta\alpha\rangle = C + d + J$, and with $(C + d)^2 + J^2 = 2C(C + d)$ the intensity is
$$w_1 = \frac{(C + d)^2 + J^2 + 2J(C + d)}{2C(C + d)} = 1 + \frac JC .$$

```lean
/-- The line `ββ → upper` lies at `ν + (C - J)/2` and has intensity `1 + J/C`. -/
theorem inner_line (ν : ℝ) {d : ℝ} (hd : 0 < d) (J : ℝ) :
    lineFreq (ham ν d J) (upper d J) bb = ν + (splitting d J - J) / 2 ∧
    lineIntensity (upper d J) bb = 1 + J / splitting d J := by
  obtain ⟨hC, hle⟩ := splitting_spec d J
  have hC0 : 0 < splitting d J := lt_of_lt_of_le hd hle
  obtain ⟨-, hu, -, hb⟩ := eigenstates ν d J
  obtain ⟨nu, -, -, hpos⟩ := mixed_norm hd J
  have hbb : bb ⬝ᵥ bb = 1 := by
    simp only [bb, ket_dot]
    norm_num
  -- matrix element of `F₊`
  have hm : upper d J ⬝ᵥ (raise *ᵥ bb) = splitting d J + d + J := by
    simp only [upper, bb, raise_mulVec, ket_dot]
    ring
  have ht : J / splitting d J * splitting d J = J := div_mul_cancel₀ J hC0.ne'
  constructor
  · simp only [lineFreq, energy, hu, hb, dotProduct_smul, smul_eq_mul, nu, hbb]
    rw [mul_div_cancel_right₀ _ hpos.ne']
    ring
  · simp only [lineIntensity, hm, nu, hbb, mul_one]
    rw [div_eq_iff hpos.ne']
    linear_combination (-1) * hC - 2 * (splitting d J + d) * ht
```

In the frequency part the eigenvalue equations `hu` and `hb` are substituted and the norm is cancelled by `mul_div_cancel_right₀`. In the intensity part `hm` is the matrix element, the denominator is multiplied out, and the remaining equation follows from `hC` and from `ht`, which says $(J/C)\,C = J$.

The line $l \to \alpha\alpha$ lies at
$$f_2 = \left(\nu + \tfrac J4\right) - \left(-\tfrac J4 - \tfrac C2\right) = \nu + \tfrac12 (C + J).$$
Here $F_+ l$ has $\alpha\alpha$ component $-J + (C + d)$, so that
$$w_2 = \frac{(C + d)^2 + J^2 - 2J(C + d)}{2C(C + d)} = 1 - \frac JC .$$

```lean
/-- The line `lower → αα` lies at `ν + (C + J)/2` and has intensity `1 - J/C`. -/
theorem outer_line (ν : ℝ) {d : ℝ} (hd : 0 < d) (J : ℝ) :
    lineFreq (ham ν d J) aa (lower d J) = ν + (splitting d J + J) / 2 ∧
    lineIntensity aa (lower d J) = 1 - J / splitting d J := by
  obtain ⟨hC, hle⟩ := splitting_spec d J
  have hC0 : 0 < splitting d J := lt_of_lt_of_le hd hle
  obtain ⟨ha, -, hl, -⟩ := eigenstates ν d J
  obtain ⟨-, nl, -, hpos⟩ := mixed_norm hd J
  have haa : aa ⬝ᵥ aa = 1 := by
    simp only [aa, ket_dot]
    norm_num
  -- matrix element of `F₊`
  have hm : aa ⬝ᵥ (raise *ᵥ lower d J) = splitting d J + d - J := by
    simp only [lower, aa, raise_mulVec, ket_dot]
    ring
  have ht : J / splitting d J * splitting d J = J := div_mul_cancel₀ J hC0.ne'
  constructor
  · simp only [lineFreq, energy, ha, hl, dotProduct_smul, smul_eq_mul, nl, haa]
    rw [mul_div_cancel_right₀ _ hpos.ne']
    ring
  · simp only [lineIntensity, hm, nl, haa, one_mul]
    rw [div_eq_iff hpos.ne']
    linear_combination (-1) * hC + 2 * (splitting d J + d) * ht
```

The proof has the same shape with the sign of the `ht` term reversed. The names `inner_line` and `outer_line` describe $J > 0$, where the first line is nearer to $\nu$ and stronger. Both theorems assume $d > 0$ and hold for any real $J$; for $J < 0$ the two lines exchange these roles.

## Step 5: the weighted mean

Let $d > 0$, as in Step 4. The weights add up to $2$, so $\nu$ passes through the mean unchanged and
$$\bar f - \nu = \tfrac14\left[\left(1 + \tfrac JC\right)(C - J) + \left(1 - \tfrac JC\right)(C + J)\right].$$
Each product expands to $C - J^2/C$, because the terms linear in $J$ cancel. Hence
$$\bar f - \nu = \tfrac12\left(C - \frac{J^2}{C}\right) = \frac{C^2 - J^2}{2C} = \frac{d^2}{2C}.$$

```lean
/-- The intensity-weighted mean of the two lines is offset from `ν` by `d²/(2C)`. -/
theorem doubletCentre_eq (ν : ℝ) {d : ℝ} (hd : 0 < d) (J : ℝ) :
    doubletCentre ν d J - ν = d ^ 2 / (2 * splitting d J) := by
  obtain ⟨hC, hle⟩ := splitting_spec d J
  have hC0 : 0 < splitting d J := lt_of_lt_of_le hd hle
  obtain ⟨h1, h2⟩ := inner_line ν hd J
  obtain ⟨h3, h4⟩ := outer_line ν hd J
  have ht : J / splitting d J * splitting d J = J := div_mul_cancel₀ J hC0.ne'
  have h2C : 2 * splitting d J ≠ 0 := mul_ne_zero two_ne_zero hC0.ne'
  -- the two intensities add up to 2
  have hw : 1 + J / splitting d J + (1 - J / splitting d J) = 2 := by ring
  simp only [doubletCentre, centreOfGravity, h1, h2, h3, h4]
  rw [hw, eq_div_iff h2C]
  linear_combination hC - J * ht
```

The four results of Step 4 are inserted, `hw` replaces the sum of the weights by $2$, and both sides are multiplied by $2C$. The combination `hC - J * ht` performs the two replacements made by hand: `J * ht` turns $J\,(J/C)\,C$ into $J^2$, and `hC` turns $C^2 - J^2$ into $d^2$.

## Step 6: the strict inequality

If $C$ were equal to $d$, then $d^2 = d^2 + J^2$ and $J = 0$. For $J \ne 0$ the inequality $d \le C$ is thus strict. Multiplying $d < C$ by $d > 0$ gives $d^2 < dC = \tfrac d2 \cdot 2C$, and dividing by $2C > 0$ gives
$$\bar f - \nu = \frac{d^2}{2C} < \frac d2 .$$

```lean
/-- For `d > 0` and `J ≠ 0` the intensity-weighted mean of the two lines is offset from `ν`
by `d²/(2C)`, and this offset is strictly less than the shift offset `d/2`. -/
theorem centre_of_gravity_fails (ν : ℝ) {d J : ℝ} (hd : 0 < d) (hJ : J ≠ 0) :
    doubletCentre ν d J - ν = d ^ 2 / (2 * splitting d J) ∧
    doubletCentre ν d J - ν < d / 2 := by
  obtain ⟨hC, hle⟩ := splitting_spec d J
  have hC0 : 0 < splitting d J := lt_of_lt_of_le hd hle
  have hJ2 : 0 < J ^ 2 := by positivity
  -- a nonzero coupling makes `C` strictly larger than `d`
  have hlt : d < splitting d J := by
    by_contra h
    have e : splitting d J = d := le_antisymm (not_lt.mp h) hle
    rw [e] at hC
    linarith
  refine ⟨doubletCentre_eq ν hd J, ?_⟩
  rw [doubletCentre_eq ν hd J, div_lt_iff₀ (mul_pos two_pos hC0)]
  nlinarith [mul_lt_mul_of_pos_left hlt hd]
```

In words, `centre_of_gravity_fails` states that for every real $\nu$, every $d > 0$ and every $J \ne 0$, the intensity-weighted mean of the lines $\beta\beta \to u$ and $l \to \alpha\alpha$ of the Hamiltonian `ham ν d J` is offset from $\nu$ by exactly $d^2/2C$, and that this offset is strictly smaller than $d/2$. The mean therefore lies below the Larmor frequency $\nu + d/2$ of spin $I$. The frequencies and weights are not hypotheses of the theorem; they are computed from $H$ and $F_+$ through the definitions. The hypothesis `hd` fixes $I$ as the spin of higher frequency, and `hJ` admits both signs of the coupling.

In the proof `hlt` is the contradiction argument for $d < C$. The step `div_lt_iff₀` clears the denominator $2C$, and the product $d\cdot d < d\cdot C$ is handed to `nlinarith`.

Neither hypothesis can be dropped from the inequality. For $J = 0$ and $d > 0$ one has $C = d$, and `doubletCentre_eq` gives the offset $d/2$, so the rule is exact. For $d = 0$ and $J > 0$ one has $C = J$, the first line lies at $\nu$ with weight $2$ and the second has weight $0$, so the offset is $0 = d/2$.

## Step 7: the size of the error

The shortfall is
$$\Delta = \frac d2 - \frac{d^2}{2C} = \frac{d\,(C - d)}{2C} \ge 0 ,$$
by $d \le C$. To compare it with $J^2/4d$, multiply the difference by $4dC > 0$ and use $J^2 = (C - d)(C + d)$:
$$J^2 C - 2d^2 (C - d) = (C - d)\left(C^2 + Cd - 2d^2\right) = (C - d)^2 (C + 2d) \ge 0 .$$
Hence $0 \le \Delta \le J^2/4d$ for all $d > 0$ and all real $J$. Divided by $d/2$, the bound reads $\tfrac12 (J/d)^2$, so the relative error of the rule is at most of second order in $J/d$, and small for a weakly coupled pair near the AX limit.

```lean
/-- The shift offset `d/2` exceeds the offset of the weighted mean by an amount between `0`
and `J²/(4d)`. -/
theorem centre_error_bound (ν : ℝ) {d : ℝ} (hd : 0 < d) (J : ℝ) :
    0 ≤ d / 2 - (doubletCentre ν d J - ν) ∧
    d / 2 - (doubletCentre ν d J - ν) ≤ J ^ 2 / (4 * d) := by
  obtain ⟨hC, hle⟩ := splitting_spec d J
  have hC0 : 0 < splitting d J := lt_of_lt_of_le hd hle
  have h2C : 0 < 2 * splitting d J := mul_pos two_pos hC0
  have h4d : 0 < 4 * d := by linarith
  rw [doubletCentre_eq ν hd J]
  constructor
  · rw [sub_nonneg, div_le_iff₀ h2C]
    nlinarith [mul_le_mul_of_nonneg_left hle hd.le]
  · have hs : d ^ 2 / (2 * splitting d J) * (2 * splitting d J) = d ^ 2 :=
      div_mul_cancel₀ _ h2C.ne'
    -- after clearing denominators the gap is `(C - d)² (C + 2d)`
    have hk : 0 ≤ (splitting d J - d) ^ 2 * (splitting d J + 2 * d) :=
      mul_nonneg (sq_nonneg _) (by linarith)
    have e : J ^ 2 * splitting d J
        - (d / 2 - d ^ 2 / (2 * splitting d J)) * (4 * d) * splitting d J
        = (splitting d J - d) ^ 2 * (splitting d J + 2 * d) := by
      linear_combination (-splitting d J) * hC + 2 * d * hs
    rw [le_div_iff₀ h4d]
    by_contra h
    have hlt := mul_lt_mul_of_pos_right (not_le.mp h) hC0
    linarith
```

The lower bound is $d\cdot d \le d\cdot C$ after clearing $2C$. For the upper bound `e` is the displayed factorisation and `hk` its sign. The factor $C$ is removed by contradiction: if $J^2 < 4d\,\Delta$, multiplication by $C > 0$ would make the left side of `e` negative.

## Step 8: the exact rule

The product of the two offsets is
$$\tfrac12 (C - J)\cdot\tfrac12 (C + J) = \tfrac14 (C^2 - J^2) = \left(\tfrac d2\right)^2 ,$$
so their geometric mean equals $d/2$ for $d > 0$ and any $J$, with no use of the intensities. The offsets are measured from $\nu$, which has to be known. In the proof `hp` is one quarter of `hC` after the two frequencies are inserted, and `Real.sqrt_sq` takes the root using $d/2 \ge 0$.

```lean
/-- The product of the offsets of the two lines from `ν` is `(d/2)²`, and its square root is
the shift offset `d/2`. -/
theorem geometric_mean_rule (ν : ℝ) {d : ℝ} (hd : 0 < d) (J : ℝ) :
    (lineFreq (ham ν d J) (upper d J) bb - ν) * (lineFreq (ham ν d J) aa (lower d J) - ν)
      = (d / 2) ^ 2 ∧
    Real.sqrt ((lineFreq (ham ν d J) (upper d J) bb - ν)
      * (lineFreq (ham ν d J) aa (lower d J) - ν)) = d / 2 := by
  have hC := (splitting_spec d J).1
  have hp : (lineFreq (ham ν d J) (upper d J) bb - ν)
      * (lineFreq (ham ν d J) aa (lower d J) - ν) = (d / 2) ^ 2 := by
    rw [(inner_line ν hd J).1, (outer_line ν hd J).1]
    linear_combination (1 / 4) * hC
  refine ⟨hp, ?_⟩
  rw [hp]
  exact Real.sqrt_sq (half_pos hd).le

end

end ABQuartetCentre
```

```lean
#print axioms ABQuartetCentre.centre_of_gravity_fails
#print axioms ABQuartetCentre.centre_error_bound
#print axioms ABQuartetCentre.geometric_mean_rule
```

```
'ABQuartetCentre.centre_of_gravity_fails' depends on axioms: [propext, Classical.choice, Quot.sound]
'ABQuartetCentre.centre_error_bound' depends on axioms: [propext, Classical.choice, Quot.sound]
'ABQuartetCentre.geometric_mean_rule' depends on axioms: [propext, Classical.choice, Quot.sound]
```

## What the theorems leave out

The theorems concern one pair of spins $\tfrac12$ and two of its four single-quantum lines. Further coupled spins, higher spins, dipolar and other anisotropic couplings are not in the model.

Two observations are hand calculations that Lean has not checked. The other two lines, $u \to \alpha\alpha$ and $\beta\beta \to l$, lie at $\nu - \tfrac12 (C - J)$ and $\nu - \tfrac12 (C + J)$ with intensities $1 + J/C$ and $1 - J/C$, so the quartet is symmetric about $\nu$ and the mean of this second doublet is displaced towards $\nu$ by the same amount. For $d = 4$ and $J = 3$ in any common unit, $C = 5$, the offsets are $1$ and $4$ with weights $8/5$ and $2/5$, the weighted mean is $8/5$ against the true value $2 = \sqrt{1\cdot 4}$, and the shortfall $2/5$ lies below the bound $9/16$.
